# For finite matrices, the Green's matrix of AB at z ≠ 0 gives that of BA, and A†A and AA† share their nonzero energies

Once the Green's matrix of a clean crystal fragment is known, that of the fragment with a defect can be found by inverting a matrix the size of the defect and not the size of the fragment. Let $G_0$ be the $n\times n$ Green's matrix of the clean, non-interacting system at a fixed energy, and let the defect potential be $V=U\Lambda U^\dagger$, where $U$ has $m$ columns, one for each orbital that the defect touches, and $\Lambda$ is an $m\times m$ matrix of strengths. The Dyson equation $G=G_0+G_0VG$ gives $G=(1-G_0V)^{-1}G_0$ whenever $1-G_0V$ is invertible. With $B=G_0U$ and $A=\Lambda U^\dagger$ the large matrix is $1-BA$, while $1-AB$ is only $m\times m$. The result below, taken at $z=1$, obtains the large inverse from the small one.

## Two Hamiltonians built from one matrix

The same exchange of factors appears in supersymmetric quantum mechanics. On a line, in units where $\hbar^2/2\mu=1$ for a particle of mass $\mu$, take $A=d/dx+W(x)$ with a real differentiable function $W$. The products

$$A^\dagger A=-\frac{d^2}{dx^2}+W^2-W',\qquad AA^\dagger=-\frac{d^2}{dx^2}+W^2+W'$$

are Hamiltonians whose potentials differ by $2W'$, called supersymmetric partners. The question is how their energies are related.

A finite version occurs in electronic structure. In a non-interacting tight-binding model with finitely many sites, hopping only between two sublattices and zero on-site energies, let $A$ hold the hopping amplitudes from the $n$ sites of one sublattice to the $m$ sites of the other. The square of the full Hamiltonian then has the two diagonal blocks $A^\dagger A$ and $AA^\dagger$, and the result compares their spectra.

## What is stated, and in which conventions

Let $A$ be a complex $m\times n$ matrix, $B$ a complex $n\times m$ matrix and $z\neq0$ a complex number. Then:

- $z-AB$ is invertible exactly when $z-BA$ is (`isUnit_partner_iff`).
- If $z-AB$ is invertible, then $(z-BA)^{-1}=z^{-1}\bigl(1+B(z-AB)^{-1}A\bigr)$ (`greenMatrix_partner`).
- If $\psi$ is an eigenvector of $AB$ with eigenvalue $z$, then $B\psi$ is an eigenvector of $BA$ with the same eigenvalue (`partner_eigenvector`), and the degeneracy of $z$ for $AB$ is at most that for $BA$ (`degeneracy_le`).
- $A^\dagger A$ and $AA^\dagger$ have the same nonzero eigenvalues (`susy_shared_energies`) with the same degeneracies (`susy_degeneracy_eq`).

Two further theorems give the norm of a partner state and an example of an unpaired zero mode.

In Lean, `m` and `n` are finite sets of labels for basis states, and the matrix sizes are their numbers of elements. `IsUnit` means invertible, `ᴴ` is the conjugate transpose, `*ᵥ` applies a matrix to a column vector, and `star ψ ⬝ᵥ ψ` is the squared norm $\sum_i|\psi_i|^2$. The definition `greenMatrix z M` is $(z-M)^{-1}$, with this sign and with no infinitesimal imaginary part added to $z$. In the defect problem $z$ is the number 1, and the physical energy sits inside $G_0$.

The function `degeneracy` returns the dimension of the solution space of $M\psi=E\psi$, which is zero when $E$ is not an eigenvalue. For a general product $AB$, which need not be Hermitian, this is the geometric multiplicity; the multiplicity of $z$ as a root of the characteristic polynomial is not treated. For the Hermitian partners the two agree.

`hMinus A` is $A^\dagger A$, acting on the $n$ labels, and `hPlus A` is $AA^\dagger$, acting on the $m$ labels. Textbooks also call them $H_1$ and $H_2$, or attach the signs the other way round. The energy $E$ is allowed to be complex in the theorems, although only real values occur for these matrices.

The step that remains between these theorems and the Hamiltonians on a line is the passage from a finite matrix $A$ to the differential operator $d/dx+W$, which acts on an infinite-dimensional space and has a domain to specify.

## The large inverse from the small one

Write $G=(z-AB)^{-1}$. Multiplying out gives

$$(z-BA)B=zB-BAB=B(z-AB),$$

so $B$ carries one matrix into the other. This is called an intertwining relation. Now multiply $z-BA$ by the proposed inverse:

$$\begin{aligned}
(z-BA)\,\tfrac1z(1+BGA)
&=\tfrac1z\bigl[(z-BA)+(z-BA)BGA\bigr]\\
&=\tfrac1z\bigl[(z-BA)+B(z-AB)GA\bigr]\\
&=\tfrac1z\bigl[(z-BA)+BA\bigr]=1.
\end{aligned}$$

The proposed matrix is thus a right inverse of $z-BA$. For a finite square matrix a right inverse is also a left inverse, so $z-BA$ is invertible and its inverse is the one proposed. Exchanging the roles of $A$ and $B$ gives the converse implication.

## A defect on a single orbital

The smallest nontrivial case has $m=1$. Then $AB$ is a number $s$, and for $z\neq0$ and $z\neq s$

$$(z-BA)^{-1}=\frac1z\left(1+\frac{BA}{z-s}\right).$$

For the defect $V=\lambda uu^\dagger$, with strength $\lambda$ and a column vector $u$, setting $z=1$ and multiplying by $G_0$ on the right gives

$$G=G_0+\frac{\lambda\,G_0uu^\dagger G_0}{1-\lambda\,u^\dagger G_0u},$$

provided the denominator is nonzero. The matrix inversion has become one division.

## Eigenvectors, degeneracies and norms

Let $AB\psi=z\psi$ with $\psi\neq0$ and $z\neq0$. Then

$$BA(B\psi)=B(AB\psi)=z\,B\psi .$$

If $B\psi$ were zero, then $z\psi=A(B\psi)$ would be zero too, which contradicts $z\neq0$ and $\psi\neq0$. So $B\psi$ is a genuine eigenvector.

This also shows that $B$, restricted to the eigenspace of $AB$ at $z$, sends no nonzero vector to zero. It is therefore an injective linear map into the eigenspace of $BA$ at $z$, and the first dimension is at most the second. The same argument with $A$ and $B$ exchanged gives the opposite inequality, so the degeneracies are equal.

For the partner Hamiltonians, put $B=A^\dagger$. If $A^\dagger A\psi=E\psi$, then

$$(A\psi)^\dagger(A\psi)=\psi^\dagger A^\dagger A\psi=E\,\psi^\dagger\psi .$$

For $\psi\neq0$ this makes $E$ real and non-negative, being a ratio of squared norms. If $\psi$ is normalised and $E\neq0$, the normalised partner state is $A\psi/\sqrt E$.

## Why zero energy is set apart

Take $A=(1\;\;0)$, so that $m=1$ and $n=2$. Then

$$A^\dagger A=\begin{pmatrix}1&0\\0&0\end{pmatrix},\qquad AA^\dagger=(1).$$

Both have the energy 1 once. The first also has the zero mode $(0,1)^T$, and the second has none. The map $A$ sends this zero mode to the zero vector, so it has no partner state. The same pair shows that the equivalence of invertibility can fail at $z=0$ when the two sizes differ: $-AA^\dagger$ is invertible and $-A^\dagger A$ is singular.

## The complete Lean source

```lean
import Mathlib

open Matrix

namespace PartnerResolvents

noncomputable section

variable {m n : Type*} [Fintype m] [Fintype n]

/-- The Green's matrix (resolvent) `(z - M)⁻¹` of `M` at the complex energy `z`. Where `z - M` is
not invertible, Lean's matrix inverse returns the zero matrix. -/
def greenMatrix [DecidableEq n] (z : ℂ) (M : Matrix n n ℂ) : Matrix n n ℂ :=
  (z • (1 : Matrix n n ℂ) - M)⁻¹

/-- The degeneracy of `E` for the matrix `M`: the dimension of the space of solutions
of `M ψ = E ψ`. -/
def degeneracy (M : Matrix n n ℂ) (E : ℂ) : ℕ :=
  Module.finrank ℂ (Module.End.eigenspace M.mulVecLin E)

/-- The first supersymmetric partner Hamiltonian, `A† A`. -/
def hMinus (A : Matrix m n ℂ) : Matrix n n ℂ := Aᴴ * A

/-- The second supersymmetric partner Hamiltonian, `A A†`. -/
def hPlus (A : Matrix m n ℂ) : Matrix m m ℂ := A * Aᴴ

section Resolvent

variable [DecidableEq m] [DecidableEq n]

/-- For nonzero `z` with `z - AB` invertible, the matrix `(1 + B (z - AB)⁻¹ A) / z` is a
right inverse of `z - BA`. -/
theorem partner_right_inverse (A : Matrix m n ℂ) (B : Matrix n m ℂ) {z : ℂ} (hz : z ≠ 0)
    (h : IsUnit (z • (1 : Matrix m m ℂ) - A * B)) :
    (z • (1 : Matrix n n ℂ) - B * A) *
      (z⁻¹ • (1 + B * greenMatrix z (A * B) * A)) = 1 := by
  have hG : (z • (1 : Matrix m m ℂ) - A * B) * greenMatrix z (A * B) = 1 :=
    Matrix.mul_nonsing_inv _ ((Matrix.isUnit_iff_isUnit_det _).mp h)
  -- B carries z - AB into z - BA
  have key : (z • (1 : Matrix n n ℂ) - B * A) * B
      = B * (z • (1 : Matrix m m ℂ) - A * B) := by
    rw [Matrix.sub_mul, Matrix.mul_sub, Matrix.smul_mul, Matrix.mul_smul,
      Matrix.one_mul, Matrix.mul_one, Matrix.mul_assoc]
  calc (z • (1 : Matrix n n ℂ) - B * A) * (z⁻¹ • (1 + B * greenMatrix z (A * B) * A))
      = z⁻¹ • ((z • (1 : Matrix n n ℂ) - B * A)
          + (z • (1 : Matrix n n ℂ) - B * A) * B * greenMatrix z (A * B) * A) := by
        rw [Matrix.mul_smul, Matrix.mul_add, Matrix.mul_one]
        simp only [Matrix.mul_assoc]
    _ = z⁻¹ • ((z • (1 : Matrix n n ℂ) - B * A) + B * A) := by
        rw [key, Matrix.mul_assoc B, hG, Matrix.mul_one]
    _ = 1 := by
        rw [sub_add_cancel, smul_smul, inv_mul_cancel₀ hz, one_smul]

/-- For nonzero `z`, the matrix `z - AB` is invertible exactly when `z - BA` is. -/
theorem isUnit_partner_iff (A : Matrix m n ℂ) (B : Matrix n m ℂ) {z : ℂ} (hz : z ≠ 0) :
    IsUnit (z • (1 : Matrix m m ℂ) - A * B) ↔
      IsUnit (z • (1 : Matrix n n ℂ) - B * A) := by
  constructor
  · intro h
    have hr := partner_right_inverse A B hz h
    exact ⟨⟨_, _, hr, mul_eq_one_comm.mp hr⟩, rfl⟩
  · intro h
    have hr := partner_right_inverse B A hz h
    exact ⟨⟨_, _, hr, mul_eq_one_comm.mp hr⟩, rfl⟩

/-- For nonzero `z` with `z - AB` invertible, the Green's matrix of `BA` follows from that
of `AB`: `(z - BA)⁻¹ = (1 + B (z - AB)⁻¹ A) / z`. -/
theorem greenMatrix_partner (A : Matrix m n ℂ) (B : Matrix n m ℂ) {z : ℂ} (hz : z ≠ 0)
    (h : IsUnit (z • (1 : Matrix m m ℂ) - A * B)) :
    greenMatrix z (B * A) = z⁻¹ • (1 + B * greenMatrix z (A * B) * A) :=
  Matrix.inv_eq_right_inv (partner_right_inverse A B hz h)

end Resolvent

/-- If `ψ` is an eigenvector of `AB` with nonzero eigenvalue `z`, then `B ψ` is an
eigenvector of `BA` with the same eigenvalue. -/
theorem partner_eigenvector (A : Matrix m n ℂ) (B : Matrix n m ℂ) {z : ℂ} (hz : z ≠ 0)
    {ψ : m → ℂ} (hψ : ψ ≠ 0) (h : (A * B) *ᵥ ψ = z • ψ) :
    B *ᵥ ψ ≠ 0 ∧ (B * A) *ᵥ (B *ᵥ ψ) = z • (B *ᵥ ψ) := by
  constructor
  · intro h0
    -- if B ψ vanished, so would z ψ = A (B ψ)
    have hzero : z • ψ = 0 := by
      rw [← h, ← Matrix.mulVec_mulVec, h0, Matrix.mulVec_zero]
    exact hψ ((smul_eq_zero.mp hzero).resolve_left hz)
  · calc (B * A) *ᵥ (B *ᵥ ψ) = B *ᵥ ((A * B) *ᵥ ψ) := by
          simp only [Matrix.mulVec_mulVec, Matrix.mul_assoc]
      _ = z • (B *ᵥ ψ) := by rw [h, Matrix.mulVec_smul]

/-- The degeneracy of a nonzero `z` for `AB` is at most its degeneracy for `BA`. -/
theorem degeneracy_le (A : Matrix m n ℂ) (B : Matrix n m ℂ) {z : ℂ} (hz : z ≠ 0) :
    degeneracy (A * B) z ≤ degeneracy (B * A) z := by
  have hmap : ∀ ψ ∈ Module.End.eigenspace (A * B).mulVecLin z,
      B.mulVecLin ψ ∈ Module.End.eigenspace (B * A).mulVecLin z := by
    intro ψ hψ
    by_cases h0 : ψ = 0
    · rw [h0, map_zero]
      exact Submodule.zero_mem _
    · exact Module.End.mem_eigenspace_iff.mpr
        (partner_eigenvector A B hz h0 (Module.End.mem_eigenspace_iff.mp hψ)).2
  -- B restricted to the eigenspace is injective
  apply LinearMap.finrank_le_finrank_of_injective (f := B.mulVecLin.restrict hmap)
  rw [injective_iff_map_eq_zero]
  intro ψ h
  have hB : B *ᵥ ψ.1 = 0 := congrArg Subtype.val h
  by_contra hne
  have hψ : ψ.1 ≠ 0 := fun h0 => hne (Subtype.ext h0)
  exact (partner_eigenvector A B hz hψ (Module.End.mem_eigenspace_iff.mp ψ.2)).1 hB

/-- Supersymmetric partner Hamiltonians `A† A` and `A A†` have the same degeneracy at
every nonzero `E`. -/
theorem susy_degeneracy_eq (A : Matrix m n ℂ) {E : ℂ} (hE : E ≠ 0) :
    degeneracy (hMinus A) E = degeneracy (hPlus A) E :=
  le_antisymm (degeneracy_le Aᴴ A hE) (degeneracy_le A Aᴴ hE)

/-- A nonzero `E` is an eigenvalue of `A† A` exactly when it is an eigenvalue of `A A†`. -/
theorem susy_shared_energies (A : Matrix m n ℂ) {E : ℂ} (hE : E ≠ 0) :
    (∃ ψ : n → ℂ, ψ ≠ 0 ∧ hMinus A *ᵥ ψ = E • ψ) ↔
      ∃ φ : m → ℂ, φ ≠ 0 ∧ hPlus A *ᵥ φ = E • φ := by
  constructor
  · rintro ⟨ψ, hψ, h⟩
    exact ⟨A *ᵥ ψ, partner_eigenvector Aᴴ A hE hψ h⟩
  · rintro ⟨φ, hφ, h⟩
    exact ⟨Aᴴ *ᵥ φ, partner_eigenvector A Aᴴ hE hφ h⟩

/-- If `A† A ψ = E ψ`, the squared norm of the partner state `A ψ` is `E` times the squared
norm of `ψ`. -/
theorem susy_partner_norm (A : Matrix m n ℂ) {E : ℂ} {ψ : n → ℂ}
    (h : hMinus A *ᵥ ψ = E • ψ) :
    star (A *ᵥ ψ) ⬝ᵥ (A *ᵥ ψ) = E * (star ψ ⬝ᵥ ψ) := by
  unfold hMinus at h
  rw [Matrix.star_mulVec, ← Matrix.dotProduct_mulVec, Matrix.mulVec_mulVec, h,
    dotProduct_smul, smul_eq_mul]

/-- For the one-by-two matrix `A = (1 0)`, the Hamiltonian `A† A` annihilates the nonzero
vector `(0, 1)`, while `A A†` annihilates only the zero vector. -/
theorem susy_unpaired_zero_mode :
    hMinus (!![1, 0] : Matrix (Fin 1) (Fin 2) ℂ) *ᵥ ![0, 1] = 0 ∧
      ∀ φ : Fin 1 → ℂ,
        hPlus (!![1, 0] : Matrix (Fin 1) (Fin 2) ℂ) *ᵥ φ = 0 → φ = 0 := by
  constructor
  · have h0 : (!![1, 0] : Matrix (Fin 1) (Fin 2) ℂ) *ᵥ ![0, 1] = 0 := by
      ext i
      fin_cases i
      simp [Matrix.mulVec, dotProduct, Fin.sum_univ_succ]
    rw [hMinus, ← Matrix.mulVec_mulVec, h0, Matrix.mulVec_zero]
  · intro φ h
    have h1 : hPlus (!![1, 0] : Matrix (Fin 1) (Fin 2) ℂ) = 1 := by
      ext i j
      fin_cases i
      fin_cases j
      simp [hPlus, Matrix.mul_apply, Fin.sum_univ_succ]
    rwa [h1, Matrix.one_mulVec] at h

end

end PartnerResolvents
```

```lean
#print axioms PartnerResolvents.greenMatrix_partner
-- 'PartnerResolvents.greenMatrix_partner' depends on axioms: [propext, Classical.choice, Quot.sound]
#print axioms PartnerResolvents.susy_degeneracy_eq
-- 'PartnerResolvents.susy_degeneracy_eq' depends on axioms: [propext, Classical.choice, Quot.sound]
#print axioms PartnerResolvents.susy_partner_norm
-- 'PartnerResolvents.susy_partner_norm' depends on axioms: [propext, Classical.choice, Quot.sound]
#print axioms PartnerResolvents.susy_unpaired_zero_mode
-- 'PartnerResolvents.susy_unpaired_zero_mode' depends on axioms: [propext, Classical.choice, Quot.sound]
```

## From the intertwining relation to the resolvent formula

`partner_right_inverse` contains the matrix calculation. Its fact `hG` says that $(z-AB)G=1$, which uses the assumed invertibility, and `key` is the relation $(z-BA)B=B(z-AB)$. The `calc` block then follows the displayed derivation: its first step takes out $z^{-1}$ and distributes the product, its second uses `key` and `hG` to reduce the last term to $BA$, and its third cancels $BA$ and uses $z\neq0$ to cancel the factor $z$.

`isUnit_partner_iff` needs a two-sided inverse. The lemma `mul_eq_one_comm` supplies the missing side, using the fact that the matrices are square and finite. A direct multiplication in the other order, with $A(z-BA)=(z-AB)A$, would also supply it. The second half of the proof calls the same right-inverse lemma with `B` and `A` exchanged. `greenMatrix_partner` uses `Matrix.inv_eq_right_inv`, which says that a right inverse of a square matrix equals its inverse.

## From single eigenvectors to degeneracies

`partner_eigenvector` proves its two claims separately. The first assumes $B\psi=0$, derives $z\psi=0$, and contradicts the hypotheses. The second regroups the product $BAB\psi$ and inserts the eigenvalue equation.

In `degeneracy_le`, the fact `hmap` says that $B$ takes the eigenspace of $AB$ into that of $BA$. The zero vector is handled on its own there, because an eigenspace contains it while `partner_eigenvector` speaks only of nonzero vectors. The restricted map is then shown to be injective: a nonzero vector in its kernel would contradict the first claim of `partner_eigenvector`. An injective linear map between finite-dimensional spaces gives the inequality of dimensions.

`susy_degeneracy_eq` combines two such inequalities, one for the pair `Aᴴ`, `A` and one for the pair in the other order. `susy_shared_energies` gives the partner states explicitly: `A *ᵥ ψ` in one direction and `Aᴴ *ᵥ φ` in the other.

The proof of `susy_partner_norm` moves $A^\dagger$ from the left factor of the inner product to the right one and then inserts the eigenvalue equation. It requires neither $E\neq0$ nor $\psi\neq0$, so it also shows that a zero mode of $A^\dagger A$ is annihilated by $A$. Finally, `susy_unpaired_zero_mode` computes that $A$ annihilates $(0,1)^T$ and that $AA^\dagger$ is the $1\times1$ identity, which annihilates only the zero vector.
